# If the eigenvectors of H span a nonzero complex vector space, HT − TH is never a nonzero scalar

Let $V$ be a complex vector space and let $H$ and $T$ be linear maps from $V$ to itself. $V$ may have infinite dimension. It carries no inner product, so neither map is assumed symmetric, and energies may be complex. A time operator conjugate to a Hamiltonian $H$ would satisfy $HT-TH=c$ with $c=-i\hbar$, the condition that $T$ advance at unit rate in the Heisenberg picture. Here $c$ is any complex number.

```lean
import Mathlib

open Polynomial

namespace NoTimeOperator

variable {V : Type*} [AddCommGroup V] [Module ℂ V]
```

The hypothesis on $H$ is that every vector is a finite sum of solutions of $Hv=Ev$. The zero vector counts as a solution, which does not change the span.

For a Hilbert-space Hamiltonian with discrete spectrum, $V$ is therefore the space of finite superpositions of eigenstates, and $T$ must be defined on all of it and map it into itself. Operators on other domains, and Hamiltonians with continuous spectrum, are not covered. Pauli's argument against a time operator is different: it concerns a self-adjoint $T$ and an energy bounded below.

```lean
/-- The stationary states of `H` (solutions of `H v = E v`) span the whole state space. -/
def StationaryStatesSpan (H : V →ₗ[ℂ] V) : Prop :=
  Submodule.span ℂ {v : V | ∃ E : ℂ, H v = E • v} = ⊤
```

For each number $E$, write $V_{\neq E}$ for the span of the solutions of $Hv=\mu v$ with $\mu\neq E$. In Lean this is `otherLevels H E`.

```lean
/-- The span of all stationary states whose energy differs from `E`. -/
def otherLevels (H : V →ₗ[ℂ] V) (E : ℂ) : Submodule ℂ V :=
  Submodule.span ℂ {v : V | ∃ μ : ℂ, μ ≠ E ∧ H v = μ • v}
```

## H − E removes the level E

Write $w=\sum_i v_i$ with $Hv_i=\mu_i v_i$. Then
$$(H-E)w=\sum_i(\mu_i-E)v_i .$$
Terms with $\mu_i=E$ vanish and the others lie in $V_{\neq E}$. Lean argues by induction over the span, and `by_cases` separates the two kinds of term.

```lean
/-- If the stationary states span, `H - E` maps every state into the span of the levels
other than `E`. -/
theorem sub_energy_mem_otherLevels {H : V →ₗ[ℂ] V} (hH : StationaryStatesSpan H)
    (E : ℂ) (w : V) : H w - E • w ∈ otherLevels H E := by
  have hw : w ∈ Submodule.span ℂ {v : V | ∃ E : ℂ, H v = E • v} := by
    rw [show Submodule.span ℂ {v : V | ∃ E : ℂ, H v = E • v} = ⊤ from hH]
    exact Submodule.mem_top
  induction hw using Submodule.span_induction with
  | mem x hx =>
    obtain ⟨μ, hμ⟩ := hx
    rw [hμ, ← sub_smul]
    by_cases h : μ = E
    · rw [h, sub_self, zero_smul]
      exact Submodule.zero_mem _
    · exact Submodule.smul_mem _ _ (Submodule.subset_span ⟨μ, h, hμ⟩)
  | zero => simp
  | add x y _ _ hx hy =>
    have e : H (x + y) - E • (x + y) = (H x - E • x) + (H y - E • y) := by
      rw [map_add]; module
    rw [e]
    exact Submodule.add_mem _ hx hy
  | smul a x _ hx =>
    have e : H (a • x) - E • (a • x) = a • (H x - E • x) := by
      rw [map_smul]; module
    rw [e]
    exact Submodule.smul_mem _ _ hx
```

## H − E can be inverted on the other levels

Let $u=\sum_i u_i$ with $Hu_i=\mu_i u_i$ and $\mu_i\neq E$. Then
$$w=\sum_i\frac{u_i}{\mu_i-E}\quad\text{gives}\quad (H-E)w=u .$$
These are the energy denominators of perturbation theory. The induction treats one level first, then sums and multiples.

```lean
/-- On the span of the levels other than `E`, the equation `(H - E) w = u` has a solution. -/
theorem exists_resolvent {H : V →ₗ[ℂ] V} {E : ℂ} {u : V} (hu : u ∈ otherLevels H E) :
    ∃ w : V, H w - E • w = u := by
  unfold otherLevels at hu
  induction hu using Submodule.span_induction with
  | mem x hx =>
    obtain ⟨μ, hne, hμ⟩ := hx
    -- on a single level, divide by the energy difference
    refine ⟨(μ - E)⁻¹ • x, ?_⟩
    have e : H ((μ - E)⁻¹ • x) - E • ((μ - E)⁻¹ • x) = ((μ - E)⁻¹ * (μ - E)) • x := by
      rw [map_smul, hμ]; module
    rw [e, inv_mul_cancel₀ (sub_ne_zero.mpr hne), one_smul]
  | zero => exact ⟨0, by simp⟩
  | add x y _ _ hx hy =>
    obtain ⟨p, rfl⟩ := hx
    obtain ⟨q, rfl⟩ := hy
    exact ⟨p + q, by rw [map_add]; module⟩
  | smul a x _ hx =>
    obtain ⟨p, rfl⟩ := hx
    exact ⟨a • p, by rw [map_smul]; module⟩
```

## A level shares only zero with the others

Suppose $Hv=Ev$ and $v=\sum_j u_j$, where the $u_j$ belong to distinct energies $\mu_j\neq E$. Applying $\prod_j(H-\mu_j)$ to both sides gives
$$\prod_j(E-\mu_j)\,v=0,$$
so $v=0$. Lean takes this from Mathlib's independence of eigenspaces, after placing `otherLevels H E` inside the sum of the other eigenspaces.

```lean
/-- A state of energy `E` that is a superposition of states of other energies is zero. -/
theorem eq_zero_of_mem_otherLevels {H : V →ₗ[ℂ] V} {E : ℂ} {v : V}
    (hv : H v = E • v) (hmem : v ∈ otherLevels H E) : v = 0 := by
  have hle : otherLevels H E ≤ ⨆ μ, ⨆ (_ : μ ≠ E), Module.End.eigenspace H μ := by
    refine Submodule.span_le.mpr ?_
    rintro x ⟨μ, hne, hμ⟩
    exact (le_iSup₂_of_le (f := fun (μ : ℂ) (_ : μ ≠ E) => Module.End.eigenspace H μ)
      μ hne le_rfl) (Module.End.mem_eigenspace_iff.mpr hμ)
  exact Submodule.disjoint_def.mp (Module.End.eigenspaces_iSupIndep H E) v
    (Module.End.mem_eigenspace_iff.mpr hv) (hle hmem)
```

## Which operators are commutators with H

If $Hv=Ev$, then
$$(HT-TH)v=HTv-ETv=(H-E)Tv\in V_{\neq E}.$$
Conversely, let $K$ send each eigenvector of energy $E$ into $V_{\neq E}$. Choose a basis $b_i$ of eigenvectors with energies $E_i$, solve $(H-E_i)w_i=Kb_i$, and set $Tb_i=w_i$. Then $(HT-TH)b_i=Kb_i$ for every $i$, so $HT-TH=K$. In the code, `b.constr` builds $T$ from its values on the basis, and `b.ext` compares the two sides there.

```lean
/-- If the stationary states of `H` span, an operator `K` is a commutator `HT - TH` exactly when
it sends each state of energy `E` into the span of the levels other than `E`. -/
theorem exists_commutator_eq_iff {H : V →ₗ[ℂ] V} (hH : StationaryStatesSpan H)
    (K : V →ₗ[ℂ] V) :
    (∃ T : V →ₗ[ℂ] V, H ∘ₗ T - T ∘ₗ H = K) ↔
      ∀ (E : ℂ) (v : V), H v = E • v → K v ∈ otherLevels H E := by
  constructor
  · rintro ⟨T, rfl⟩ E v hv
    -- on a stationary state the commutator acts as (H - E) T
    have e : (H ∘ₗ T - T ∘ₗ H) v = H (T v) - E • T v := by
      simp [hv]
    rw [e]
    exact sub_energy_mem_otherLevels hH E (T v)
  · intro hK
    -- choose a basis of stationary states and define T on it level by level
    let b := Module.Basis.ofSpan (le_of_eq (Eq.symm hH))
    have hb : ∀ i, ∃ E : ℂ, H (b i) = E • b i := fun i =>
      Module.Basis.ofSpan_subset (le_of_eq (Eq.symm hH)) (Set.mem_range_self i)
    choose E hE using hb
    choose w hw using fun i => exists_resolvent (hK (E i) (b i) (hE i))
    refine ⟨b.constr ℂ w, b.ext fun i => ?_⟩
    rw [LinearMap.sub_apply, LinearMap.comp_apply, LinearMap.comp_apply, hE, map_smul,
      Module.Basis.constr_basis, hw]
```

For example, take
$$H=\begin{pmatrix}1&0\\0&3\end{pmatrix},\qquad K=\begin{pmatrix}0&4\\6&0\end{pmatrix}.$$
Solving $(H-1)w_1=6e_2$ gives $w_1=3e_2$, and $(H-3)w_2=4e_1$ gives $w_2=-2e_1$. Hence
$$T=\begin{pmatrix}0&-2\\3&0\end{pmatrix},\qquad HT-TH=K.$$
A nonzero diagonal entry in $K$ would have made this impossible.

## The scalar must vanish

Let $v\neq0$ satisfy $Hv=Ev$ and $(HT-TH)v=cv$. Then $cv$ lies in $V_{\neq E}$ and also has energy $E$, so $cv=0$ and $c=0$. The commutator need only act as a number on this one vector.

```lean
/-- If the stationary states of `H` span and `HT - TH` acts as the number `c` on one nonzero
stationary state, then `c = 0`. -/
theorem commutator_value_eq_zero {H : V →ₗ[ℂ] V} (hH : StationaryStatesSpan H)
    (T : V →ₗ[ℂ] V) {E c : ℂ} {v : V} (hv : H v = E • v) (hv0 : v ≠ 0)
    (hc : H (T v) - T (H v) = c • v) : c = 0 := by
  have hmem : c • v ∈ otherLevels H E := by
    rw [← hc, hv, map_smul]
    exact sub_energy_mem_otherLevels hH E (T v)
  have hcv : H (c • v) = E • (c • v) := by
    rw [map_smul, hv, smul_comm]
  exact (smul_eq_zero.mp (eq_zero_of_mem_otherLevels hcv hmem)).resolve_right hv0
```

If $H$ is symmetric for an inner product on $V$, different levels are orthogonal, and the same argument gives the hypervirial relation $\langle v,(HT-TH)v\rangle=0$ for every eigenvector $v$; this corollary is derived here by hand only.

A spanning set of a nonzero space contains a nonzero vector, which supplies the required $v$. `Nontrivial V` excludes the zero space, where every such equation holds.

```lean
/-- No time operator: if the stationary states of `H` span a nonzero state space, no linear map
`T` satisfies `HT - TH = c` with a nonzero number `c`. -/
theorem no_time_operator [Nontrivial V] {H : V →ₗ[ℂ] V} (hH : StationaryStatesSpan H)
    {c : ℂ} (hc : c ≠ 0) :
    ¬ ∃ T : V →ₗ[ℂ] V, H ∘ₗ T - T ∘ₗ H = c • LinearMap.id := by
  rintro ⟨T, hT⟩
  -- a spanning set of a nonzero space contains a nonzero vector
  have hex : ∃ v : V, (∃ E : ℂ, H v = E • v) ∧ v ≠ 0 := by
    by_contra hno
    push Not at hno
    have hbot : Submodule.span ℂ {v : V | ∃ E : ℂ, H v = E • v} = ⊥ :=
      Submodule.span_eq_bot.mpr hno
    exact bot_ne_top (hbot.symm.trans hH)
  obtain ⟨v, ⟨E, hv⟩, hv0⟩ := hex
  exact hc (commutator_value_eq_zero hH T hv hv0 (by simpa using LinearMap.congr_fun hT v))
```

In a finite, nonempty basis every Hermitian matrix meets the spanning hypothesis, so truncated position and momentum matrices cannot satisfy $xp-px=i\hbar$ exactly.

## Two operators on polynomials

On complex polynomials, multiplication by $X$ and $d/dX$ act as the oscillator's raising and lowering operators. The number operator obeys
$$X\frac{d}{dX}X^n=nX^n,$$
and the monomials span, so the theorem applies to it.

```lean
/-- The stationary states of the number operator `X d/dX` span the space of complex
polynomials. -/
theorem stationaryStatesSpan_witness :
    StationaryStatesSpan (LinearMap.mulLeft ℂ (X : ℂ[X]) ∘ₗ derivative) := by
  refine eq_top_iff.mpr fun p _ => ?_
  induction p using Polynomial.induction_on' with
  | add p q hp hq => exact Submodule.add_mem _ (hp trivial) (hq trivial)
  | monomial n a =>
    -- each monomial of degree n has eigenvalue n
    refine Submodule.subset_span ⟨(n : ℂ), ?_⟩
    rw [LinearMap.comp_apply, LinearMap.mulLeft_apply, derivative_monomial, smul_monomial]
    cases n with
    | zero => simp
    | succ m => rw [Nat.add_sub_cancel, X_mul_monomial, smul_eq_mul, mul_comm]
```

With $H=d/dX$ and $T=X$, the product rule gives
$$(Xp)'-Xp'=p .$$
This $H$ has the eigenvector $1$ with energy $0$, yet its commutator with $T$ is the identity. Its only eigenvectors are the nonzero constants, which do not span. This $H$ is not a physical Hamiltonian, since no inner product makes it symmetric. For a symmetric $H$, one nonzero eigenvector $v$ with energy $E$ is already enough: $E$ is real, so $HT-TH=c$ gives $c\langle v,v\rangle=\langle Hv,Tv\rangle-E\langle v,Tv\rangle=0$.

```lean
/-- On complex polynomials `H = d/dX` and `T = X` satisfy `HT - TH = 1`, although `H` annihilates
the nonzero constant polynomial `1`. -/
theorem single_stationary_state_insufficient :
    (derivative : ℂ[X] →ₗ[ℂ] ℂ[X]) ∘ₗ LinearMap.mulLeft ℂ (X : ℂ[X])
        - LinearMap.mulLeft ℂ (X : ℂ[X]) ∘ₗ derivative = LinearMap.id ∧
      derivative (1 : ℂ[X]) = 0 ∧ (1 : ℂ[X]) ≠ 0 := by
  refine ⟨LinearMap.ext fun p => ?_, derivative_one, one_ne_zero⟩
  rw [LinearMap.sub_apply, LinearMap.comp_apply, LinearMap.comp_apply,
    LinearMap.mulLeft_apply, LinearMap.mulLeft_apply, derivative_mul, derivative_X,
    LinearMap.id_apply]
  ring

end NoTimeOperator
```

```lean
#print axioms NoTimeOperator.exists_commutator_eq_iff
#print axioms NoTimeOperator.no_time_operator
#print axioms NoTimeOperator.single_stationary_state_insufficient
```

```
'NoTimeOperator.exists_commutator_eq_iff' depends on axioms: [propext, Classical.choice, Quot.sound]
'NoTimeOperator.no_time_operator' depends on axioms: [propext, Classical.choice, Quot.sound]
'NoTimeOperator.single_stationary_state_insufficient' depends on axioms: [propext, Classical.choice, Quot.sound]
```
